# Continuity of the PAW transformation in the partial waves at invertible projector overlap

`pawMap F Phi Phit` is the finite complex matrix 1 + (Φ − Φ̃)(F†Φ̃)⁻¹F†, built from all-electron partial waves Φ, pseudo partial waves Φ̃ and raw projector functions F, stored as columns of n × m matrices with no normalisation or orthogonality assumed. The theorem `pawMap_tendsto` fixes F and lets families of partial waves converge to Φ and Φ̃ along an arbitrary filter, assuming the determinant of the limiting overlap F†Φ̃ is a unit, i.e. nonzero. It concludes that the overlaps along the family are eventually invertible and that the transformations converge to the transformation of the limit. The attempt proves continuity of X ↦ F†X, of its determinant, of inversion at F†Φ̃, and of a map `hG` on nested pairs. It then composes each with a convergence statement via `Tendsto.comp`.

The failing Lean file:

```lean
import Mathlib

open Matrix Filter Topology

namespace EnergyDerivativePartialWaves

noncomputable section

variable {n m : Type*} [Fintype n] [DecidableEq n] [Fintype m] [DecidableEq m]

/-- The transformation `1 + (Phi - Phit) (Fᴴ Phit)⁻¹ Fᴴ` built from all-electron partial waves
`Phi`, pseudo partial waves `Phit` and raw projector functions `F` (all as columns). -/
def pawMap (F Phi Phit : Matrix n m ℂ) : Matrix n n ℂ :=
  1 + (Phi - Phit) * (Fᴴ * Phit)⁻¹ * Fᴴ

/-- The product of two convergent families of rectangular matrices converges to the product of
the limits. -/
theorem tendsto_matrix_mul {α a b c : Type*} [Fintype b] {l : Filter α}
    {A : α → Matrix a b ℂ} {B : α → Matrix b c ℂ} {A₀ : Matrix a b ℂ} {B₀ : Matrix b c ℂ}
    (hA : Tendsto A l (𝓝 A₀)) (hB : Tendsto B l (𝓝 B₀)) :
    Tendsto (fun x => A x * B x) l (𝓝 (A₀ * B₀)) := by
  have hc : Continuous fun q : Matrix a b ℂ × Matrix b c ℂ => q.1 * q.2 :=
    continuous_fst.matrix_mul continuous_snd
  have h := (hc.tendsto (A₀, B₀)).comp (hA.prodMk_nhds hB)
  simpa only [Function.comp_def] using h

/-- If partial waves converge to a limit with invertible overlap `Fᴴ Phit`, their overlaps are
eventually invertible and their transformations converge to that of the limit. -/
theorem pawMap_tendsto {α : Type*} {l : Filter α} (F : Matrix n m ℂ)
    {P Pt : α → Matrix n m ℂ} {Phi Phit : Matrix n m ℂ}
    (hP : Tendsto P l (𝓝 Phi)) (hPt : Tendsto Pt l (𝓝 Phit))
    (hS : IsUnit (Fᴴ * Phit).det) :
    (∀ᶠ a in l, IsUnit (Fᴴ * Pt a).det) ∧
      Tendsto (fun a => pawMap F (P a) (Pt a)) l (𝓝 (pawMap F Phi Phit)) := by
  have hc : Continuous fun X : Matrix n m ℂ => Fᴴ * X :=
    continuous_const.matrix_mul continuous_id
  have h1 : Tendsto (fun a => Fᴴ * Pt a) l (𝓝 (Fᴴ * Phit)) := (hc.tendsto Phit).comp hPt
  have hdet : Tendsto (fun a => (Fᴴ * Pt a).det) l (𝓝 (Fᴴ * Phit).det) :=
    (hc.matrix_det.tendsto Phit).comp hPt
  -- inversion is continuous at an invertible matrix
  have hinv : ContinuousAt Inv.inv (Fᴴ * Phit) :=
    continuousAt_matrix_inv _ (by
      rw [Ring.inverse_eq_inv']
      exact continuousAt_inv₀ hS.ne_zero)
  have h2 : Tendsto (fun a => (Fᴴ * Pt a)⁻¹) l (𝓝 (Fᴴ * Phit)⁻¹) := hinv.tendsto.comp h1
  have hG : Continuous fun q : (Matrix n m ℂ × Matrix n m ℂ) × Matrix m m ℂ =>
      (1 : Matrix n n ℂ) + (q.1.1 - q.1.2) * q.2 * Fᴴ :=
    continuous_const.add
      (((continuous_fst.fst.sub continuous_fst.snd).matrix_mul continuous_snd).matrix_mul
        continuous_const)
  refine ⟨(hdet.eventually_ne hS.ne_zero).mono fun a ha => isUnit_iff_ne_zero.mpr ha, ?_⟩
  exact (hG.tendsto ((Phi, Phit), (Fᴴ * Phit)⁻¹)).comp ((hP.prodMk_nhds hPt).prodMk_nhds h2)

end

end EnergyDerivativePartialWaves
```

The compiler's answer:

```
Main.lean:27:0: error: (deterministic) timeout at `whnf`, maximum number of heartbeats (200000) has been reached

Note: Use `set_option maxHeartbeats <num>` to set the limit.

Hint: Additional diagnostic information may be available using the `set_option diagnostics true` command.
```

Diagnosis. The single message is a `whnf` timeout reported at the start of `pawMap_tendsto`. The heartbeat budget ran out while reducing terms, and the message does not say which step was responsible. The code shows where such reduction is demanded: `h1`, `hdet`, `h2` and the final `exact` each supply a statement about a composition `g ∘ f` where an explicit lambda is expected, so they must agree definitionally. The final `exact` asks most, matching `pawMap F (P a) (Pt a)` against `hG`'s function applied to nested pairs, through projections, matrix products and an inverse.

The diff removes all four checks. `h1` now comes from `tendsto_matrix_mul`, whose conclusion already has lambda form. `hdet` uses continuity of `det` on square matrices composed with `h1`. Both `hdet` and `h2` elaborate the composition without an expected type, and `simpa only [Function.comp_def]` rewrites it into a lambda. `hG` is dropped, and the limit is assembled stepwise by `hP.sub hPt`, two uses of `tendsto_matrix_mul`, and `hone.add`, with the constant families `hF` and `hone` typed explicitly. Finally `simpa only [pawMap]` unfolds the definition by rewriting, so the goal takes the shape of `h6`. Which of these replacements were individually necessary is not shown.

Fix (accepted with no message):

```diff
@@ -33,9 +33,10 @@
     (∀ᶠ a in l, IsUnit (Fᴴ * Pt a).det) ∧
       Tendsto (fun a => pawMap F (P a) (Pt a)) l (𝓝 (pawMap F Phi Phit)) := by
-  have hc : Continuous fun X : Matrix n m ℂ => Fᴴ * X :=
-    continuous_const.matrix_mul continuous_id
-  have h1 : Tendsto (fun a => Fᴴ * Pt a) l (𝓝 (Fᴴ * Phit)) := (hc.tendsto Phit).comp hPt
-  have hdet : Tendsto (fun a => (Fᴴ * Pt a).det) l (𝓝 (Fᴴ * Phit).det) :=
-    (hc.matrix_det.tendsto Phit).comp hPt
+  have h1 : Tendsto (fun a => Fᴴ * Pt a) l (𝓝 (Fᴴ * Phit)) :=
+    tendsto_matrix_mul tendsto_const_nhds hPt
+  have hc : Continuous fun X : Matrix m m ℂ => X.det := continuous_id.matrix_det
+  have hdet : Tendsto (fun a => (Fᴴ * Pt a).det) l (𝓝 (Fᴴ * Phit).det) := by
+    have h := (hc.tendsto (Fᴴ * Phit)).comp h1
+    simpa only [Function.comp_def] using h
   -- inversion is continuous at an invertible matrix
   have hinv : ContinuousAt Inv.inv (Fᴴ * Phit) :=
@@ -43,12 +44,15 @@
       rw [Ring.inverse_eq_inv']
       exact continuousAt_inv₀ hS.ne_zero)
-  have h2 : Tendsto (fun a => (Fᴴ * Pt a)⁻¹) l (𝓝 (Fᴴ * Phit)⁻¹) := hinv.tendsto.comp h1
-  have hG : Continuous fun q : (Matrix n m ℂ × Matrix n m ℂ) × Matrix m m ℂ =>
-      (1 : Matrix n n ℂ) + (q.1.1 - q.1.2) * q.2 * Fᴴ :=
-    continuous_const.add
-      (((continuous_fst.fst.sub continuous_fst.snd).matrix_mul continuous_snd).matrix_mul
-        continuous_const)
+  have h2 : Tendsto (fun a => (Fᴴ * Pt a)⁻¹) l (𝓝 (Fᴴ * Phit)⁻¹) := by
+    have h := hinv.tendsto.comp h1
+    simpa only [Function.comp_def] using h
+  have h3 : Tendsto (fun a => P a - Pt a) l (𝓝 (Phi - Phit)) := hP.sub hPt
+  have h4 := tendsto_matrix_mul h3 h2
+  have hF : Tendsto (fun _ : α => Fᴴ) l (𝓝 Fᴴ) := tendsto_const_nhds
+  have h5 := tendsto_matrix_mul h4 hF
+  have hone : Tendsto (fun _ : α => (1 : Matrix n n ℂ)) l (𝓝 1) := tendsto_const_nhds
+  have h6 := hone.add h5
   refine ⟨(hdet.eventually_ne hS.ne_zero).mono fun a ha => isUnit_iff_ne_zero.mpr ha, ?_⟩
-  exact (hG.tendsto ((Phi, Phit), (Fᴴ * Phit)⁻¹)).comp ((hP.prodMk_nhds hPt).prodMk_nhds h2)
+  simpa only [pawMap] using h6
 
 end
```
